# Inverse and integer powers of the ultrasoft overlap operator

## Physical setting

In ultrasoft-pseudopotential and projector augmented-wave calculations the smooth orbitals satisfy a generalised eigenvalue problem $H\psi = \varepsilon S\psi$, and for fixed nuclei the time-dependent equation reads $i\hbar\, S\,\partial_t\psi = H\psi$. The overlap operator is

$$S = 1 + \sum_{a,b} |p_a\rangle\, q_{ab}\, \langle p_b| ,$$

with projector functions $p_a$ and augmentation coefficients $q_{ab}$. Solving for $\partial_t\psi$, or passing to the ordinary eigenvalue problem for $S^{-1}H$, needs $S^{-1}$. In a finite orthonormal basis of $N$ functions with $M$ projector channels, the result below replaces the inversion of the $N\times N$ matrix $S$ by that of an $M\times M$ matrix, without assuming that $q$ can be inverted. It is related to the Woodbury identity, which also allows any invertible matrix in place of the unit matrix and two unrelated rectangular factors; here the unit matrix and the pair $P$, $P^\dagger$ are fixed.

## Statement

Let $P$ be the complex $N\times M$ matrix whose columns are the projectors and let $q$ be any complex $M\times M$ matrix. Define

$$R = P^\dagger P, \qquad S = 1 + PqP^\dagger, \qquad K = 1 + qR .$$

Then $S$ is invertible if and only if $K$ is, and in that case

$$S^{-1} = 1 - P K^{-1} q P^\dagger, \qquad K^{-1} = 1 - qP^\dagger S^{-1} P .$$

For every integer $k \ge 0$,

$$S^k = 1 + P\Big(\sum_{j=0}^{k-1} K^j\Big) q P^\dagger, \qquad (S^{-1})^k = 1 - P\Big(\sum_{j=1}^{k} (K^{-1})^{j}\Big) q P^\dagger ,$$

the first for any $q$ and the second when $K$ is invertible.

## Derivation

Acting with $S$ on the projectors gives

$$SP = P + PqP^\dagger P = P(1 + qR) = PK .$$

For the determinants, take $A = P$ and $B = qP^\dagger$ and factor one block matrix in two ways:

$$\begin{pmatrix} 1 & -A \\ B & 1\end{pmatrix} = \begin{pmatrix} 1 + AB & -A \\ 0 & 1\end{pmatrix}\begin{pmatrix} 1 & 0 \\ B & 1\end{pmatrix} = \begin{pmatrix} 1 & 0 \\ B & 1\end{pmatrix}\begin{pmatrix} 1 & -A \\ 0 & 1 + BA\end{pmatrix}.$$

All factors are block triangular, so $\det(1 + AB) = \det(1 + BA)$, that is $\det S = \det K$. One determinant is nonzero exactly when the other is, which settles the equivalence.

Now let $KX = 1$. Then

$$S(1 - PXqP^\dagger) = S - (SP)XqP^\dagger = S - P(KX)qP^\dagger = S - PqP^\dagger = 1 .$$

A right inverse of a square matrix is its inverse, so $X = K^{-1}$ gives the formula for $S^{-1}$.

The reverse formula uses the intertwining on the other side, $K\,qP^\dagger = qP^\dagger + qP^\dagger P q P^\dagger = qP^\dagger S$. With $S$ invertible,

$$K(1 - qP^\dagger S^{-1}P) = K - qP^\dagger S S^{-1} P = K - qR = 1 .$$

The inverses intertwine as well. If $YS = 1$ and $KX = 1$, then $YP = YPKX = YSPX = PX$, and in particular $S^{-1}P = PK^{-1}$.

For positive powers, any $M\times M$ matrix $G$ satisfies

$$S(1 + PGqP^\dagger) = S + PKGqP^\dagger = 1 + P(KG + 1)qP^\dagger .$$

Starting from $G_0 = 0$, the recursion $G_{k+1} = KG_k + 1$ is solved by $G_k = \sum_{j<k}K^j$. For negative powers,

$$S^{-1}(1 - PGqP^\dagger) = 1 - PK^{-1}qP^\dagger - PK^{-1}GqP^\dagger = 1 - P(K^{-1}G + K^{-1})qP^\dagger ,$$

and $G_{k+1} = K^{-1}G_k + K^{-1}$ with $G_0 = 0$ is solved by $G_k = \sum_{j=1}^{k}(K^{-1})^j$.

Two examples use the projectors $p_1 = (1,1,0)$ and $p_2 = (0,1,1)$, whose Gram matrix has diagonal entries $2$ and off-diagonal entries $1$. For $q = \mathrm{diag}(c, 0)$ the channel matrix has rows $(1 + 2c,\ c)$ and $(0,\ 1)$. At $c = 1$ the matrix $q$ is nonzero and singular while $\det K = 3$. At $c = -1/2$ the first column of $K$ vanishes, and indeed $Sp_1 = p_1 - \tfrac12\cdot 2\,p_1 = 0$, so for arbitrary $P$ and $q$ invertibility is a real condition. A physical overlap is positive definite and therefore always invertible, which rules out this second example as a physical one.

When $q$ happens to be invertible, $K = q(q^{-1} + R)$ turns $K^{-1}q$ into $(q^{-1} + R)^{-1}$, the form that has no meaning in the example $c = 1$. This reduction is a side remark with no theorem behind it in the file.

## What the formal version assumes

The finite types `n` and `m` index basis functions and projector channels. `P : Matrix n m ℂ` holds the projector coefficients, `Pᴴ` is $P^\dagger$, and `gram P`, `overlap P q` and `core P q` are $R$, $S$ and $K$. Writing the first term of $S$ as the unit matrix fixes the convention that the basis is orthonormal; a basis with its own overlap matrix is not covered. Several atoms fit by collecting all projectors in one $P$.

Nothing is assumed about `P` or `q`: the projectors may be non-orthogonal or linearly dependent, and `q` need not be Hermitian or invertible. Correspondingly the theorems say nothing about $S$ being Hermitian or positive definite, which a physical overlap should be, nothing about fractional powers such as $S^{-1/2}$, and nothing about the infinite-basis limit or how $p_a$ and $q_{ab}$ are built from partial waves.

`IsUnit` means invertible. `overlap_inverse` is a conjunction: `IsUnit (overlap P q) ↔ IsUnit (core P q)`, and, given `IsUnit (core P q)`, the formula for `(overlap P q)⁻¹`. The condition cannot be dropped, since Mathlib sets the inverse of a singular matrix to zero, and for singular $K$ the formula would equate zero with the unit matrix. `core_inverse` assumes `IsUnit (overlap P q)`, `overlap_inv_pow` assumes `IsUnit (core P q)`, and `overlap_pow` has no hypothesis. `Finset.range k` runs over $j = 0,\dots,k-1$, so the exponent `j + 1` in `overlap_inv_pow` runs from $1$ to $k$.

## The file

In Lean 4 with Mathlib:

```lean
import Mathlib

open Matrix

namespace UltrasoftOverlap

noncomputable section

variable {n m : Type*} [Fintype n] [Fintype m] [DecidableEq n] [DecidableEq m]

/-- Gram matrix `R = Pᴴ P` of the projectors, which are the columns of `P`. -/
def gram (P : Matrix n m ℂ) : Matrix m m ℂ := Pᴴ * P

/-- Overlap operator `S = 1 + P q Pᴴ` with augmentation matrix `q`. -/
def overlap (P : Matrix n m ℂ) (q : Matrix m m ℂ) : Matrix n n ℂ := 1 + P * q * Pᴴ

/-- Channel matrix `K = 1 + q R`, acting in the space of projector channels. -/
def core (P : Matrix n m ℂ) (q : Matrix m m ℂ) : Matrix m m ℂ := 1 + q * gram P

/-- The overlap acts on the projectors through the channel matrix: `S P = P K`. -/
theorem overlap_mul_proj (P : Matrix n m ℂ) (q : Matrix m m ℂ) :
    overlap P q * P = P * core P q := by
  unfold overlap core gram
  simp only [Matrix.add_mul, Matrix.mul_add, Matrix.one_mul, Matrix.mul_one, Matrix.mul_assoc]

/-- The overlap and the channel matrix have the same determinant. -/
theorem det_overlap (P : Matrix n m ℂ) (q : Matrix m m ℂ) :
    (overlap P q).det = (core P q).det := by
  unfold overlap core gram
  -- det (1 + A B) = det (1 + B A) with A = P and B = q Pᴴ
  rw [Matrix.mul_assoc P q, Matrix.det_one_add_mul_comm P (q * Pᴴ), Matrix.mul_assoc]

/-- The overlap is invertible exactly when the channel matrix is. -/
theorem isUnit_overlap_iff (P : Matrix n m ℂ) (q : Matrix m m ℂ) :
    IsUnit (overlap P q) ↔ IsUnit (core P q) := by
  rw [Matrix.isUnit_iff_isUnit_det (overlap P q), Matrix.isUnit_iff_isUnit_det (core P q),
    det_overlap]

/-- If `K X = 1`, then `1 - P X q Pᴴ` is a right inverse of the overlap. -/
theorem overlap_mul_candidate (P : Matrix n m ℂ) (q X : Matrix m m ℂ)
    (hX : core P q * X = 1) :
    overlap P q * (1 - P * X * q * Pᴴ) = 1 := by
  calc overlap P q * (1 - P * X * q * Pᴴ)
      = overlap P q - (overlap P q * P) * X * q * Pᴴ := by
        simp only [Matrix.mul_sub, Matrix.mul_one, Matrix.mul_assoc]
    -- move S through the projectors, where it becomes K and cancels X
    _ = overlap P q - P * (core P q * X) * q * Pᴴ := by
        rw [overlap_mul_proj, Matrix.mul_assoc P (core P q) X]
    _ = 1 := by
        rw [hX, Matrix.mul_one, overlap]
        exact add_sub_cancel_right _ _

/-- For any augmentation matrix `q`, the overlap `S` is invertible if and only if
`K = 1 + q R` is, and then `S⁻¹ = 1 - P K⁻¹ q Pᴴ`. -/
theorem overlap_inverse (P : Matrix n m ℂ) (q : Matrix m m ℂ) :
    (IsUnit (overlap P q) ↔ IsUnit (core P q)) ∧
      (IsUnit (core P q) → (overlap P q)⁻¹ = 1 - P * (core P q)⁻¹ * q * Pᴴ) := by
  refine ⟨isUnit_overlap_iff P q, fun h => ?_⟩
  have hK := (Matrix.isUnit_iff_isUnit_det _).1 h
  exact Matrix.inv_eq_right_inv
    (overlap_mul_candidate P q _ (Matrix.mul_nonsing_inv _ hK))

/-- If `Y S = 1` and `K X = 1`, then `Y P = P X`. -/
theorem inverse_mul_proj (P : Matrix n m ℂ) (q X : Matrix m m ℂ) (Y : Matrix n n ℂ)
    (hY : Y * overlap P q = 1) (hX : core P q * X = 1) :
    Y * P = P * X := by
  calc Y * P = Y * (P * core P q) * X := by
        simp only [Matrix.mul_assoc, hX, Matrix.mul_one]
    _ = (Y * overlap P q) * P * X := by
        rw [← overlap_mul_proj P q]
        simp only [Matrix.mul_assoc]
    _ = P * X := by rw [hY, Matrix.one_mul]

/-- If the overlap is invertible, the inverse of the channel matrix is
`K⁻¹ = 1 - q Pᴴ S⁻¹ P`. -/
theorem core_inverse (P : Matrix n m ℂ) (q : Matrix m m ℂ) (h : IsUnit (overlap P q)) :
    (core P q)⁻¹ = 1 - q * Pᴴ * (overlap P q)⁻¹ * P := by
  have hS := (Matrix.isUnit_iff_isUnit_det _).1 h
  -- the intertwining on the other side: K (q Pᴴ) = (q Pᴴ) S
  have h2 : core P q * (q * Pᴴ) = q * Pᴴ * overlap P q := by
    unfold overlap core gram
    simp only [Matrix.add_mul, Matrix.mul_add, Matrix.one_mul, Matrix.mul_one, Matrix.mul_assoc]
  apply Matrix.inv_eq_right_inv
  calc core P q * (1 - q * Pᴴ * (overlap P q)⁻¹ * P)
      = core P q - (core P q * (q * Pᴴ)) * (overlap P q)⁻¹ * P := by
        simp only [Matrix.mul_sub, Matrix.mul_one, Matrix.mul_assoc]
    _ = core P q - q * Pᴴ * (overlap P q * (overlap P q)⁻¹) * P := by
        rw [h2]
        simp only [Matrix.mul_assoc]
    _ = 1 := by
        rw [Matrix.mul_nonsing_inv _ hS, Matrix.mul_one, core, gram, Matrix.mul_assoc]
        exact add_sub_cancel_right _ _

/-- Powers of the overlap: `S^k = 1 + P (1 + K + ... + K^(k-1)) q Pᴴ`. -/
theorem overlap_pow (P : Matrix n m ℂ) (q : Matrix m m ℂ) (k : ℕ) :
    overlap P q ^ k = 1 + P * (∑ j ∈ Finset.range k, core P q ^ j) * q * Pᴴ := by
  -- one more factor of S maps the channel coefficient G to K G + 1
  have step : ∀ G : Matrix m m ℂ,
      overlap P q * (1 + P * G * q * Pᴴ) = 1 + P * (core P q * G + 1) * q * Pᴴ := by
    intro G
    calc overlap P q * (1 + P * G * q * Pᴴ)
        = overlap P q + (overlap P q * P) * G * q * Pᴴ := by
          simp only [Matrix.mul_add, Matrix.mul_one, Matrix.mul_assoc]
      _ = 1 + P * (core P q * G + 1) * q * Pᴴ := by
          rw [overlap_mul_proj, overlap]
          simp only [Matrix.mul_add, Matrix.add_mul, Matrix.mul_one, Matrix.mul_assoc]
          abel
  induction k with
  | zero => simp
  | succ k ih =>
    have hs : ∑ j ∈ Finset.range (k + 1), core P q ^ j
        = core P q * (∑ j ∈ Finset.range k, core P q ^ j) + 1 := by
      rw [Finset.sum_range_succ', Finset.mul_sum]
      simp only [pow_succ', pow_zero]
    rw [pow_succ' (overlap P q) k, ih, hs]
    exact step _

/-- Powers of the inverse overlap: if `K` is invertible,
`(S⁻¹)^k = 1 - P (K⁻¹ + ... + (K⁻¹)^k) q Pᴴ`. -/
theorem overlap_inv_pow (P : Matrix n m ℂ) (q : Matrix m m ℂ) (h : IsUnit (core P q))
    (k : ℕ) :
    (overlap P q)⁻¹ ^ k
      = 1 - P * (∑ j ∈ Finset.range k, (core P q)⁻¹ ^ (j + 1)) * q * Pᴴ := by
  have hK := (Matrix.isUnit_iff_isUnit_det _).1 h
  have hS := (Matrix.isUnit_iff_isUnit_det _).1 ((isUnit_overlap_iff P q).2 h)
  have hinv := (overlap_inverse P q).2 h
  have hP : (overlap P q)⁻¹ * P = P * (core P q)⁻¹ :=
    inverse_mul_proj P q _ _ (Matrix.nonsing_inv_mul _ hS) (Matrix.mul_nonsing_inv _ hK)
  -- one more factor of S⁻¹ maps the channel coefficient G to K⁻¹ G + K⁻¹
  have step : ∀ G : Matrix m m ℂ,
      (overlap P q)⁻¹ * (1 - P * G * q * Pᴴ)
        = 1 - P * ((core P q)⁻¹ * G + (core P q)⁻¹) * q * Pᴴ := by
    intro G
    calc (overlap P q)⁻¹ * (1 - P * G * q * Pᴴ)
        = (overlap P q)⁻¹ - ((overlap P q)⁻¹ * P) * G * q * Pᴴ := by
          simp only [Matrix.mul_sub, Matrix.mul_one, Matrix.mul_assoc]
      _ = 1 - P * ((core P q)⁻¹ * G + (core P q)⁻¹) * q * Pᴴ := by
          rw [hP, hinv]
          simp only [Matrix.mul_add, Matrix.add_mul, Matrix.mul_assoc]
          abel
  induction k with
  | zero => simp
  | succ k ih =>
    have hs : ∑ j ∈ Finset.range (k + 1), (core P q)⁻¹ ^ (j + 1)
        = (core P q)⁻¹ * (∑ j ∈ Finset.range k, (core P q)⁻¹ ^ (j + 1)) + (core P q)⁻¹ := by
      rw [Finset.sum_range_succ', Finset.mul_sum]
      simp only [pow_succ', pow_zero, mul_one]
    rw [pow_succ' (overlap P q)⁻¹ k, ih, hs]
    exact step _

/-- Two projectors `(1,1,0)` and `(0,1,1)` in a basis of three functions. -/
def twoProj : Matrix (Fin 3) (Fin 2) ℂ := !![1, 0; 1, 1; 0, 1]

/-- An augmentation matrix with the single entry `c` in the first channel. -/
def firstChannel (c : ℂ) : Matrix (Fin 2) (Fin 2) ℂ := !![c, 0; 0, 0]

/-- The Gram matrix of the two projectors has diagonal entries 2 and off-diagonal entries 1. -/
theorem gram_twoProj : gram twoProj = !![2, 1; 1, 2] := by
  have hH : twoProjᴴ = !![1, 1, 0; 0, 1, 1] := by
    ext i j
    fin_cases i <;> fin_cases j <;> simp [twoProj, Matrix.conjTranspose_apply]
  rw [gram, hH]
  ext i j
  fin_cases i <;> fin_cases j <;>
    simp [twoProj, Matrix.mul_apply, Fin.sum_univ_succ] <;> norm_num

/-- For the two projectors, `q = diag(1, 0)` is nonzero and singular, and its channel
matrix is invertible. -/
theorem overlap_inverse_witness :
    firstChannel 1 ≠ 0 ∧ (firstChannel 1).det = 0 ∧ IsUnit (core twoProj (firstChannel 1)) := by
  have hK : core twoProj (firstChannel 1) = !![3, 1; 0, 1] := by
    rw [core, gram_twoProj]
    ext i j
    fin_cases i <;> fin_cases j <;> simp [firstChannel]
    all_goals norm_num
  refine ⟨fun h => ?_, ?_, ?_⟩
  · have h00 := congrFun (congrFun h 0) 0
    simp [firstChannel] at h00
  · rw [firstChannel, Matrix.det_fin_two_of]
    norm_num
  · rw [hK, Matrix.isUnit_iff_isUnit_det, Matrix.det_fin_two_of, isUnit_iff_ne_zero]
    norm_num

/-- For the two projectors and `q = diag(-1/2, 0)` the overlap is not invertible. -/
theorem overlap_singular_twoProj : ¬ IsUnit (overlap twoProj (firstChannel (-1 / 2))) := by
  have hK : core twoProj (firstChannel (-1 / 2)) = !![0, -1 / 2; 0, 1] := by
    rw [core, gram_twoProj]
    ext i j
    fin_cases i <;> fin_cases j <;>
      simp [firstChannel] <;> norm_num
  -- the test is done in channel space, where the first column of K vanishes
  rw [isUnit_overlap_iff, hK, Matrix.isUnit_iff_isUnit_det, Matrix.det_fin_two_of,
    isUnit_iff_ne_zero]
  norm_num

end

end UltrasoftOverlap
```

```lean
#print axioms UltrasoftOverlap.overlap_inverse
#print axioms UltrasoftOverlap.overlap_pow
#print axioms UltrasoftOverlap.overlap_inv_pow
#print axioms UltrasoftOverlap.overlap_singular_twoProj
```

```
'UltrasoftOverlap.overlap_inverse' depends on axioms: [propext, Classical.choice, Quot.sound]
'UltrasoftOverlap.overlap_pow' depends on axioms: [propext, Classical.choice, Quot.sound]
'UltrasoftOverlap.overlap_inv_pow' depends on axioms: [propext, Classical.choice, Quot.sound]
'UltrasoftOverlap.overlap_singular_twoProj' depends on axioms: [propext, Classical.choice, Quot.sound]
```

## Notes on the proof

`overlap_mul_proj` is $SP = PK$, obtained by distributing the products on both sides. `det_overlap` brackets $S$ as $1 + P(qP^\dagger)$ and applies `Matrix.det_one_add_mul_comm`, Mathlib's form of the block-determinant identity. `isUnit_overlap_iff` converts both sides to statements about determinants with `Matrix.isUnit_iff_isUnit_det` and rewrites one determinant into the other.

The three `calc` lines of `overlap_mul_candidate` follow the hand computation: expose $SP$, replace it by $PK$, then cancel $KX$ with `hX` and subtract $PqP^\dagger$. `overlap_inverse` supplies $X = K^{-1}$ through `Matrix.mul_nonsing_inv` and concludes with `Matrix.inv_eq_right_inv`, the passage from right inverse to inverse. `core_inverse` has the same shape, with `h2` as the relation $K\,qP^\dagger = qP^\dagger S$. `inverse_mul_proj` is the chain $YP = YPKX = YSPX = PX$.

In `overlap_pow` and `overlap_inv_pow` the local statement `step` is the one-factor identity for arbitrary `G`, and `hs` shows that the sum obeys the recursion, splitting off the $j = 0$ term by `Finset.sum_range_succ'`. The induction writes the $(k+1)$-th power as one factor times the $k$-th and applies `step`. For negative powers `step` uses `hP`, which is $S^{-1}P = PK^{-1}$, and `hinv`, the inverse formula.

`gram_twoProj` computes $R$ entry by entry. `overlap_inverse_witness` states that `firstChannel 1` is nonzero with determinant zero and has an invertible channel matrix, found to be `!![3, 1; 0, 1]`. `overlap_singular_twoProj` moves the question about the $3\times 3$ overlap to channel space with `isUnit_overlap_iff` and evaluates the $2\times 2$ determinant of `!![0, -1 / 2; 0, 1]`, which is zero.
